# The k-derivative of the unnormalised flat-band state (0, s, −2t cos(k/2))

In a non-interacting Bloch model with hopping amplitude 2t cos(k/2) between sites A and B, the file takes (0, s, −2t cos(k/2)) as the unnormalised flat-band state. The theorem says that, for all real s, t and k, the derivative of this complex vector with respect to k is (0, 0, t sin(k/2)). It does not differentiate the normalised state, which is the vector divided by √(s² + 4t² cos²(k/2)) wherever that is nonzero, and it does not show that the vector is an eigenstate of any Hamiltonian. The attempt differentiates the hopping amplitude first, then works component by component: the first two are constant, and the third comes from casting the real derivative to the complex numbers and negating it.

The failing Lean file:

```lean
import Mathlib

open Matrix Filter
open scoped Topology

namespace FlatStateHasDerivAt

noncomputable section

/-- The Bloch hopping amplitude `2t cos(k/2)` between sites A and B. -/
def hop (t k : ℝ) : ℝ := 2 * t * Real.cos (k / 2)

/-- The unnormalised flat-band state `(0, s, -2t cos(k/2))`. -/
def flatState (s t k : ℝ) : Fin 3 → ℂ := ![0, (s : ℂ), -(hop t k : ℂ)]

/-- The derivative of the flat-band state with respect to `k` is `(0, 0, t sin(k/2))`. -/
theorem flatState_hasDerivAt (s t k : ℝ) :
    HasDerivAt (flatState s t) ![0, 0, ((t * Real.sin (k / 2) : ℝ) : ℂ)] k := by
  have h : HasDerivAt (hop t) (-(t * Real.sin (k / 2))) k :=
    ((((hasDerivAt_id' k).div_const 2).cos).const_mul (2 * t)).congr_deriv (by ring)
  refine hasDerivAt_pi.2 fun i => ?_
  fin_cases i
  · exact hasDerivAt_const k (0 : ℂ)
  · exact hasDerivAt_const k (s : ℂ)
  · show HasDerivAt (fun x : ℝ => -(hop t x : ℂ)) ((t * Real.sin (k / 2) : ℝ) : ℂ) k
    convert h.ofReal_comp.fun_neg using 1
    rw [Complex.ofReal_neg, neg_neg]

end

end FlatStateHasDerivAt
```

The error:

```
Main.lean:27:8: error: Tactic `rewrite` failed: Did not find an occurrence of the pattern
  ↑(-?r)
in the target expression
  Complex.addCommGroup = Complex.instNormedAddCommGroup.toAddCommGroup

case e'_4
s t k : ℝ
h : HasDerivAt (hop t) (-(t * Real.sin (k / 2))) k
⊢ Complex.addCommGroup = Complex.instNormedAddCommGroup.toAddCommGroup
```

The error is in the third component. There `h.ofReal_comp.fun_neg` gives the right function, but its derivative is written as minus the cast of `-(t * Real.sin (k / 2))`, so two signs have to cancel. `convert ... using 1` was meant to leave just that equation. Instead, the first goal it left was an equality between two additive group structures on the complex numbers, `Complex.addCommGroup` and `Complex.instNormedAddCommGroup.toAddCommGroup`. The `rw` acted on this goal, which contains no cast of a negated real, so `Complex.ofReal_neg` found nothing to rewrite.

The repair replaces `convert` and the `rw` after it with `exact` and `congr_deriv`, which changes the stated derivative given a proof that the old and new values are equal. That equality is now the only goal `rw` is given, and the same two lemmas prove it: `Complex.ofReal_neg` moves the inner minus sign outside the cast, and `neg_neg` cancels the pair. The two group structures no longer appear as a goal, because Lean accepts them as equal by definition when it checks the `exact` term.

This version goes through:

```diff
@@ -24,6 +24,5 @@
   · exact hasDerivAt_const k (s : ℂ)
   · show HasDerivAt (fun x : ℝ => -(hop t x : ℂ)) ((t * Real.sin (k / 2) : ℝ) : ℂ) k
-    convert h.ofReal_comp.fun_neg using 1
-    rw [Complex.ofReal_neg, neg_neg]
+    exact h.ofReal_comp.fun_neg.congr_deriv (by rw [Complex.ofReal_neg, neg_neg])
 
 end
```
